# For biased, independent tunnelling in detailed balance, the noise-to-current ratio exceeds the charge and tends to it on cooling

The junction is described by two rates: quasiparticles of charge q tunnel forward at rate A and backward at rate B, each event independent of the others. No edge theory is solved. The rates are tied to voltage V and temperature T only by detailed balance, so the results apply to fractional quantum Hall quasiparticles as far as this uncorrelated model does. The charge q is any positive real, one third of the elementary charge for example. Voltage and temperature are positive, and k_B = 1.

```lean
import Mathlib

open Filter Topology

namespace QuasiparticleShotNoise

noncomputable section
```

## Current and noise from one generating function

For independent events, the cumulant generating function of the transferred charge grows at the rate

K(χ) = A(e^(qχ) − 1) + B(e^(−qχ) − 1),

with χ a real counting field. This formula enters as a definition.

```lean
/-- Growth rate of the cumulant generating function of the transferred charge, with counting
field `χ`, for independent tunnelling events of charge `q` forward at rate `A` and backward at
rate `B`. -/
def cumulantRate (q A B χ : ℝ) : ℝ :=
  A * (Real.exp (q * χ) - 1) + B * (Real.exp (-q * χ) - 1)
```

The mean current is I = q(A − B).

```lean
/-- Mean tunnelling current: charge times the difference of forward and backward rates. -/
def current (q A B : ℝ) : ℝ := q * (A - B)
```

The zero-frequency noise is S = q²(A + B). A one-sided spectral density would carry an extra factor 2.

```lean
/-- Zero-frequency noise: squared charge times the sum of forward and backward rates. -/
def noise (q A B : ℝ) : ℝ := q ^ 2 * (A + B)
```

Detailed balance reads A = B e^(qV/T) with B > 0. It stands for reservoirs in equilibrium at a common temperature, between which a forward event releases the energy qV. `DetailedBalance` is a hypothesis on the rates, and leaves their overall size free to depend on V and T.

```lean
/-- Detailed balance at voltage `V` and temperature `T ≠ 0` (with Boltzmann constant one): the
backward rate is positive and the forward rate equals it multiplied by `exp (q V / T)`. -/
def DetailedBalance (q V T A B : ℝ) : Prop :=
  0 < B ∧ A = B * Real.exp (q * V / T)
```

Differentiating K twice gives

K′(χ) = q(A e^(qχ) − B e^(−qχ)),
K″(χ) = q²(A e^(qχ) + B e^(−qχ)).

These are the current and noise of a junction with rates A e^(qχ) and B e^(−qχ). In the proof, `h` differentiates e^(cy) for general c and is used with c = q and c = −q.

```lean
/-- At any counting field, the first two derivatives of the cumulant rate are the current and
the noise of a junction whose rates are multiplied by `exp (q χ)` and `exp (-q χ)`. -/
theorem hasDerivAt_cumulantRate (q A B χ : ℝ) :
    HasDerivAt (cumulantRate q A B)
      (current q (A * Real.exp (q * χ)) (B * Real.exp (-q * χ))) χ ∧
    HasDerivAt (fun y => current q (A * Real.exp (q * y)) (B * Real.exp (-q * y)))
      (noise q (A * Real.exp (q * χ)) (B * Real.exp (-q * χ))) χ := by
  have h (c : ℝ) : HasDerivAt (fun y : ℝ => Real.exp (c * y)) (c * Real.exp (c * χ)) χ :=
    (((hasDerivAt_id' χ).const_mul c).exp).congr_deriv (by ring)
  constructor
  · have h1 := (((h q).sub_const 1).const_mul A).fun_add
      (((h (-q)).sub_const 1).const_mul B)
    exact h1.congr_deriv (by unfold current; ring)
  · have h2 := (((h q).const_mul A).fun_sub ((h (-q)).const_mul B)).const_mul q
    exact h2.congr_deriv (by unfold noise; ring)
```

At χ = 0 the exponentials equal 1, so K′(0) = I and K″(0) = S. The second statement concerns the derivative of the function K′, for which the value of K′ at χ = 0 alone is not enough; the previous step gives K′ at every χ.

```lean
/-- Current and noise are the first and second derivatives of the cumulant rate at zero
counting field. -/
theorem current_and_noise_are_cumulants (q A B : ℝ) :
    HasDerivAt (cumulantRate q A B) (current q A B) 0 ∧
    HasDerivAt (deriv (cumulantRate q A B)) (noise q A B) 0 := by
  have hd : deriv (cumulantRate q A B) =
      fun y => current q (A * Real.exp (q * y)) (B * Real.exp (-q * y)) :=
    funext fun y => (hasDerivAt_cumulantRate q A B y).1.deriv
  have h := hasDerivAt_cumulantRate q A B 0
  simp only [mul_zero, Real.exp_zero, mul_one] at h
  rw [hd]
  exact h
```

## Bounds on the hyperbolic cotangent

Let x > 0. Since cosh x > sinh x, coth x > 1. The function f(y) = y cosh y − sinh y has f(0) = 0 and f′(y) = y sinh y > 0 for y > 0, so sinh x < x cosh x, that is, coth x > 1/x. For the upper bound,

x(cosh x − sinh x) = x e^(−x) < x < sinh x,

hence x cosh x < (x + 1) sinh x and coth x < 1 + 1/x. In Lean, `mono` is the monotonicity of f, while `h2` and `h3` supply the two inequalities of the displayed line.

```lean
/-- For `x > 0` the hyperbolic cotangent lies strictly between `max 1 (1/x)` and `1 + 1/x`. -/
theorem coth_bounds {x : ℝ} (hx : 0 < x) :
    max 1 (1 / x) < Real.cosh x / Real.sinh x ∧
    Real.cosh x / Real.sinh x < 1 + 1 / x := by
  have hs : 0 < Real.sinh x := Real.sinh_pos_iff.mpr hx
  -- `y cosh y - sinh y` vanishes at zero and has derivative `y sinh y`
  have mono : StrictMonoOn (fun y : ℝ => y * Real.cosh y - Real.sinh y) (Set.Ici 0) := by
    apply strictMonoOn_of_deriv_pos (convex_Ici 0)
    · exact ((continuous_id.mul Real.continuous_cosh).sub Real.continuous_sinh).continuousOn
    · intro y hy
      rw [interior_Ici] at hy
      have hy' : 0 < y := hy
      have hd : HasDerivAt (fun y : ℝ => y * Real.cosh y - Real.sinh y)
          (y * Real.sinh y) y :=
        (((hasDerivAt_id' y).fun_mul (Real.hasDerivAt_cosh y)).fun_sub
          (Real.hasDerivAt_sinh y)).congr_deriv (by ring)
      rw [hd.deriv]
      exact mul_pos hy' (Real.sinh_pos_iff.mpr hy')
  have h1 : Real.sinh x < x * Real.cosh x := by
    simpa using mono (Set.mem_Ici.mpr le_rfl) (Set.mem_Ici.mpr hx.le) hx
  -- the upper bound uses `cosh x - sinh x = exp (-x) < 1` and `x < sinh x`
  have h2 : Real.cosh x - Real.sinh x < 1 := by
    rw [Real.cosh_sub_sinh]
    exact Real.exp_lt_one_iff.mpr (by linarith)
  have h3 : x < Real.sinh x := Real.self_lt_sinh_iff.mpr hx
  have h4 := mul_lt_mul_of_pos_left h2 hx
  refine ⟨max_lt ?_ ?_, ?_⟩
  · rw [lt_div_iff₀ hs]
    linarith [Real.sinh_lt_cosh x]
  · rw [div_lt_div_iff₀ hx hs]
    linarith
  · have e : 1 + 1 / x = (x + 1) / x := by rw [add_div, div_self hx.ne']
    rw [e, div_lt_div_iff₀ hs hx]
    linarith
```

## The ratio at finite temperature

Let V > 0 and T > 0, and put x = qV/(2T), so that x > 0 and A = B e^(2x). Then

A + B = 2B e^x cosh x,
A − B = 2B e^x sinh x.

The current is therefore positive, and the common factor cancels:

S/I = q coth(qV/(2T)).

Multiplying the bounds on coth x by q, with q/x = 2T/V, gives

max(q, 2T/V) < S/I < q + 2T/V.

The two factorisations are `hsum` and `hdiff`.

In a calculation that extracts q from a known ratio F = S/I, one solves q coth(qV/(2T)) = F numerically. The bounds bracket the root: F − 2T/V < q < F. For qV = 2T, the ratio is q coth 1 ≈ 1.31q, so reading it directly as a charge gives a value about 31% too high.

```lean
/-- For positive charge, voltage and temperature, detailed balance makes the current positive
and the noise-to-current ratio equal to `q coth (q V / 2T)`, which lies strictly between
`max q (2T/V)` and `q + 2T/V`. -/
theorem noise_to_current_ratio {q V T A B : ℝ} (hq : 0 < q) (hV : 0 < V) (hT : 0 < T)
    (h : DetailedBalance q V T A B) :
    0 < current q A B ∧
    noise q A B / current q A B =
      q * (Real.cosh (q * V / (2 * T)) / Real.sinh (q * V / (2 * T))) ∧
    max q (2 * T / V) < noise q A B / current q A B ∧
    noise q A B / current q A B < q + 2 * T / V := by
  obtain ⟨hB, hA⟩ := h
  obtain ⟨x, hx⟩ : ∃ x, x = q * V / (2 * T) := ⟨_, rfl⟩
  have hx0 : 0 < x := by rw [hx]; positivity
  have hs : 0 < Real.sinh x := Real.sinh_pos_iff.mpr hx0
  have e : q * V / T = x + x := by rw [hx]; ring
  rw [e, Real.exp_add] at hA
  have hE : Real.exp x * Real.exp (-x) = 1 := by
    rw [← Real.exp_add, add_neg_cancel, Real.exp_zero]
  -- sum and difference of the rates share the factor `2 B exp x`
  have hsum : A + B = 2 * B * Real.exp x * Real.cosh x := by
    rw [hA, Real.cosh_eq]
    linear_combination (-B) * hE
  have hdiff : A - B = 2 * B * Real.exp x * Real.sinh x := by
    rw [hA, Real.sinh_eq]
    linear_combination B * hE
  have hI : 0 < current q A B := by
    unfold current
    rw [hdiff]
    exact mul_pos hq (mul_pos (by positivity) hs)
  have hr : noise q A B / current q A B = q * (Real.cosh x / Real.sinh x) := by
    rw [← mul_div_assoc, div_eq_div_iff hI.ne' hs.ne']
    unfold noise current
    rw [hsum, hdiff]
    ring
  obtain ⟨hlow, hup⟩ := coth_bounds hx0
  obtain ⟨hl1, hl2⟩ := max_lt_iff.mp hlow
  have hqx : q * (1 / x) = 2 * T / V := by
    rw [hx]
    field_simp
  have m1 := mul_lt_mul_of_pos_left hl1 hq
  have m2 := mul_lt_mul_of_pos_left hl2 hq
  have m3 := mul_lt_mul_of_pos_left hup hq
  rw [hqx] at m2
  rw [mul_add, hqx, mul_one] at m3
  rw [mul_one] at m1
  rw [← hx, hr]
  exact ⟨hI, rfl, max_lt m1 m2, m3⟩
```

## Cooling, low bias and warming

At fixed q and V, the bounds q < S/I < q + 2T/V squeeze the ratio to q as T decreases to 0. The rates are functions `A` and `B` of temperature, restricted only by detailed balance at each T > 0; the filter `𝓝[>] 0` expresses the approach from above.

```lean
/-- At fixed positive charge and voltage, the noise-to-current ratio of rates in detailed
balance tends to the charge `q` as the temperature decreases to zero. -/
theorem ratio_tendsto_charge {q V : ℝ} (hq : 0 < q) (hV : 0 < V) (A B : ℝ → ℝ)
    (h : ∀ T, 0 < T → DetailedBalance q V T (A T) (B T)) :
    Tendsto (fun T => noise q (A T) (B T) / current q (A T) (B T)) (𝓝[>] 0) (𝓝 q) := by
  have hc : Continuous (fun T : ℝ => q + 2 * T / V) := by fun_prop
  have hup := (hc.tendsto' 0 q (by simp)).mono_left (nhdsWithin_le_nhds (s := Set.Ioi 0))
  refine tendsto_of_tendsto_of_tendsto_of_le_of_le' tendsto_const_nhds hup ?_ ?_
  · filter_upwards [self_mem_nhdsWithin] with T hT
    exact (max_lt_iff.mp (noise_to_current_ratio hq hV hT (h T hT)).2.2.1).1.le
  · filter_upwards [self_mem_nhdsWithin] with T hT
    exact (noise_to_current_ratio hq hV hT (h T hT)).2.2.2.le
```

At fixed T, multiplying the bounds by V gives

2T < V·S/I < qV + 2T,

so V·S/I tends to 2T as V decreases to 0. The charge has disappeared from the limit: this is thermal noise, S ≈ 2T·I/V, in the present convention.

```lean
/-- At fixed positive charge and temperature, voltage times the noise-to-current ratio of rates
in detailed balance tends to `2T` as the voltage decreases to zero. -/
theorem low_bias_thermal_noise {q T : ℝ} (hq : 0 < q) (hT : 0 < T) (A B : ℝ → ℝ)
    (h : ∀ V, 0 < V → DetailedBalance q V T (A V) (B V)) :
    Tendsto (fun V => V * (noise q (A V) (B V) / current q (A V) (B V)))
      (𝓝[>] 0) (𝓝 (2 * T)) := by
  have hc : Continuous (fun V : ℝ => V * q + 2 * T) := by fun_prop
  have hup := (hc.tendsto' 0 (2 * T) (by simp)).mono_left
    (nhdsWithin_le_nhds (s := Set.Ioi 0))
  refine tendsto_of_tendsto_of_tendsto_of_le_of_le' tendsto_const_nhds hup ?_ ?_
  · filter_upwards [self_mem_nhdsWithin] with V hV
    have h1 := (max_lt_iff.mp (noise_to_current_ratio hq hV hT (h V hV)).2.2.1).2
    rw [div_lt_iff₀ hV] at h1
    linarith
  · filter_upwards [self_mem_nhdsWithin] with V hV
    have hV' : 0 < V := hV
    have h1 := mul_lt_mul_of_pos_left (noise_to_current_ratio hq hV hT (h V hV)).2.2.2 hV'
    have e : V * (2 * T / V) = 2 * T := by field_simp
    rw [mul_add, e] at h1
    exact h1.le
```

Finally, let 0 < T₁ < T₂ and xᵢ = qV/(2Tᵢ), so x₂ < x₁. Then

0 < sinh(x₁ − x₂) = sinh x₁ cosh x₂ − cosh x₁ sinh x₂,

and dividing by sinh x₁ sinh x₂ gives coth x₁ < coth x₂. The ratio, and with it the overestimate of q, grows strictly with temperature. The rates at the two temperatures need no relation to each other.

```lean
/-- At fixed positive charge and voltage, and for rates in detailed balance, the
noise-to-current ratio is strictly larger at the higher of two positive temperatures. -/
theorem ratio_increases_with_temperature {q V T₁ T₂ A₁ B₁ A₂ B₂ : ℝ} (hq : 0 < q)
    (hV : 0 < V) (hT₁ : 0 < T₁) (hT : T₁ < T₂) (h₁ : DetailedBalance q V T₁ A₁ B₁)
    (h₂ : DetailedBalance q V T₂ A₂ B₂) :
    noise q A₁ B₁ / current q A₁ B₁ < noise q A₂ B₂ / current q A₂ B₂ := by
  have hT₂ : 0 < T₂ := hT₁.trans hT
  rw [(noise_to_current_ratio hq hV hT₁ h₁).2.1, (noise_to_current_ratio hq hV hT₂ h₂).2.1]
  have hlt : q * V / (2 * T₂) < q * V / (2 * T₁) := by gcongr
  have hs₁ : 0 < Real.sinh (q * V / (2 * T₁)) := Real.sinh_pos_iff.mpr (by positivity)
  have hs₂ : 0 < Real.sinh (q * V / (2 * T₂)) := Real.sinh_pos_iff.mpr (by positivity)
  -- the difference of the cotangents has the sign of `sinh` of the difference
  have hd := Real.sinh_pos_iff.mpr (sub_pos.mpr hlt)
  rw [Real.sinh_sub] at hd
  refine mul_lt_mul_of_pos_left ?_ hq
  rw [div_lt_div_iff₀ hs₁ hs₂]
  linarith

end

end QuasiparticleShotNoise
```

```lean
#print axioms QuasiparticleShotNoise.current_and_noise_are_cumulants
#print axioms QuasiparticleShotNoise.ratio_tendsto_charge
#print axioms QuasiparticleShotNoise.low_bias_thermal_noise
#print axioms QuasiparticleShotNoise.ratio_increases_with_temperature
```

```
'QuasiparticleShotNoise.current_and_noise_are_cumulants' depends on axioms: [propext, Classical.choice, Quot.sound]
'QuasiparticleShotNoise.ratio_tendsto_charge' depends on axioms: [propext, Classical.choice, Quot.sound]
'QuasiparticleShotNoise.low_bias_thermal_noise' depends on axioms: [propext, Classical.choice, Quot.sound]
'QuasiparticleShotNoise.ratio_increases_with_temperature' depends on axioms: [propext, Classical.choice, Quot.sound]
```
